# Outcome probabilities of ideal phase estimation from eigenphases and overlaps

To predict the readout histogram of phase estimation for a small model Hamiltonian, a code can diagonalise the evolution operator, take the overlaps of the trial state with an orthonormal set of eigenvectors, and sum a known kernel over the spectrum. No register has to be simulated.

Let $U$ act on a finite-dimensional system with an orthonormal eigenbasis $v_m$ and eigenvalues $e^{2\pi i\varphi_m}$, with $\varphi_m$ real. Let $\psi$ be a unit vector, and let the register have $N\ge 1$ levels, numbered $0,\dots,N-1$. The circuit prepares a uniform superposition of the levels, applies $U^j$ to the system when the register is in level $j$, and ends with an inverse Fourier transform on the register. The probability of reading $k$ is

$$p(k)=\sum_m |\langle v_m,\psi\rangle|^2\,|A_N(\varphi_m-k/N)|^2,\qquad A_N(\delta)=\frac1N\sum_{j=0}^{N-1}e^{2\pi i j\delta}.$$

If $|\varphi_m-k/N|\le 1/(2N)$ for some $m$, then

$$p(k)\ge \frac{4}{\pi^2}\,|\langle v_m,\psi\rangle|^2 .$$

## Histograms, sign checks and shot counts

For a finite-dimensional Hamiltonian $\hat H$ and noise-free evolution $U=e^{-i\hat H t}$ (with $\hbar=1$), the formula turns energies $E_m$ and overlaps into the distribution that phase estimation samples, with $\varphi_m=-E_mt/2\pi$ up to an integer.

The same numbers test a state-vector simulation of the circuit. If the Fourier transform has the wrong sign, for instance, the peak for $\varphi_m$ appears near $-\varphi_m$ modulo one.

The lower bound helps to set the number of shots. The register value $k$ for which $k/N$ is nearest to a chosen eigenphase, with distance measured modulo one, occurs with probability at least about $0.405$ times the weight of that eigenvector in the trial state.

## From eigencomponents to the distribution

Write $c_m=\langle v_m,\psi\rangle$, with the inner product linear in its second argument, so that $\psi=\sum_m c_m v_m$. The uniform register attaches $N^{-1/2}\psi$ to each level $j$. The controlled powers turn this into $N^{-1/2}U^j\psi$. The inverse Fourier transform then gives, at level $k$,

$$\chi_k=\frac1N\sum_{j=0}^{N-1}e^{-2\pi i jk/N}\,U^j\psi .$$

Applying $U$ repeatedly to an eigenvector gives $U^jv_m=e^{2\pi i j\varphi_m}v_m$, hence $\langle v_m,U^j\psi\rangle=e^{2\pi i j\varphi_m}c_m$. Therefore

$$\langle v_m,\chi_k\rangle=\frac1N\sum_{j=0}^{N-1}e^{2\pi i j(\varphi_m-k/N)}c_m=A_N(\varphi_m-k/N)\,c_m .$$

The Born rule gives $p(k)=\|\chi_k\|^2$, and Parseval's identity gives $\|\chi_k\|^2=\sum_m|\langle v_m,\chi_k\rangle|^2$. This is the stated formula.

For the bound, set $q=e^{2\pi i\delta}$. The geometric sum satisfies $(q-1)\sum_{j=0}^{N-1}q^j=q^N-1$. For real $\theta$,

$$|e^{2i\theta}-1|=|e^{i\theta}|\,|e^{i\theta}-e^{-i\theta}|=2|\sin\theta| .$$

Taking absolute values in the geometric sum therefore gives

$$N\,|A_N(\delta)|\,|\sin\pi\delta|=|\sin\pi N\delta| .$$

Let $0<|\delta|\le 1/(2N)$. Then $\pi N|\delta|\le\pi/2$, and Jordan's inequality $\sin x\ge 2x/\pi$ on $[0,\pi/2]$ gives $|\sin\pi N\delta|\ge 2N|\delta|$. Also $|\sin\pi\delta|\le\pi|\delta|$. Hence

$$2N|\delta|\le N\,|A_N(\delta)|\,\pi|\delta| ,$$

so $|A_N(\delta)|\ge 2/\pi$. At $\delta=0$ the average is $1$, which also satisfies the bound. Every term of $p(k)$ is non-negative, so keeping only the term for $m$ proves the lower bound on $p(k)$.

## The circuit and its distribution in Lean

```lean
import Mathlib

open scoped Real

namespace QuantumPhaseEstimation

noncomputable section

variable {H ι : Type*} [NormedAddCommGroup H] [InnerProductSpace ℂ H] [Fintype ι]
variable {N : ℕ} {U : Module.End ℂ H} {v : OrthonormalBasis ι ℂ H} {φ : ι → ℝ}

/-- The basis vectors `v m` are eigenvectors of `U` with eigenvalues `exp (2πi φ m)`. -/
def HasPhases (U : Module.End ℂ H) (v : OrthonormalBasis ι ℂ H) (φ : ι → ℝ) : Prop :=
  ∀ m, U (v m) = Complex.exp (2 * π * Complex.I * φ m) • v m

/-- The uniform superposition of `N ≥ 1` register levels, tensored with `ψ`. Entry `j` of a
joint state is the system vector attached to register level `j`. -/
def uniformInput (N : ℕ) (ψ : H) : Fin N → H :=
  fun _ => (Real.sqrt N : ℂ)⁻¹ • ψ

/-- Controlled powers: `U ^ j` acts on the system when the register is in level `j`. -/
def controlledPowers (U : Module.End ℂ H) (Ψ : Fin N → H) : Fin N → H :=
  fun j => (U ^ (j : ℕ)) (Ψ j)

/-- The inverse Fourier transform on a register with `N ≥ 1` levels. -/
def inverseQFT (Ψ : Fin N → H) : Fin N → H :=
  fun k => (Real.sqrt N : ℂ)⁻¹ •
    ∑ j : Fin N, Complex.exp (-(2 * π * Complex.I * (j : ℕ) * (k : ℕ) / N)) • Ψ j

/-- The squared norm of the output component at register level `k`. For unitary `U` and a unit
vector `ψ` this is the Born probability of reading `k` after the circuit. -/
def outcomeProb (U : Module.End ℂ H) (ψ : H) (k : Fin N) : ℝ :=
  ‖inverseQFT (controlledPowers U (uniformInput N ψ)) k‖ ^ 2

/-- The average of the phase factors `exp (2πi j δ)` over the `N ≥ 1` register levels. -/
def phaseAmp (N : ℕ) (δ : ℝ) : ℂ :=
  (N : ℂ)⁻¹ * ∑ j : Fin N, Complex.exp (2 * π * Complex.I * (j : ℕ) * δ)

/-- For any orthonormal basis and any real phases, the operator that multiplies each basis
vector by its phase factor has these phases. -/
theorem hasPhases_witness (v : OrthonormalBasis ι ℂ H) (φ : ι → ℝ) :
    HasPhases (v.toBasis.constr ℂ
      (fun m => Complex.exp (2 * π * Complex.I * φ m) • v m)) v φ := by
  intro m
  have h := v.toBasis.constr_basis ℂ
    (fun m => Complex.exp (2 * π * Complex.I * φ m) • v m) m
  rw [v.coe_toBasis] at h
  exact h

/-- If `v` is an orthonormal eigenbasis of `U` with phases `φ`, the `j`-th power of `U` multiplies
the component of `ψ` along `v m` by `exp (2πi j φ m)`. -/
theorem inner_pow_apply (hU : HasPhases U v φ) (ψ : H) (m : ι) (j : ℕ) :
    inner ℂ (v m) ((U ^ j) ψ) =
      inner ℂ (v m) ψ * Complex.exp (2 * π * Complex.I * j * φ m) := by
  have hpow : ∀ i, (U ^ j) (v i) = Complex.exp (2 * π * Complex.I * j * φ i) • v i := by
    intro i
    induction j with
    | zero => simp
    | succ j ih =>
      rw [pow_succ', Module.End.mul_apply, ih, map_smul, hU i, smul_smul, ← Complex.exp_add]
      congr 2
      push_cast
      ring
  -- expand `ψ` in the eigenbasis
  have h : (U ^ j) ψ = ∑ i, (inner ℂ (v i) ψ *
      Complex.exp (2 * π * Complex.I * j * φ i)) • v i := by
    calc (U ^ j) ψ = (U ^ j) (∑ i, inner ℂ (v i) ψ • v i) := by rw [v.sum_repr' ψ]
      _ = _ := by simp only [map_sum, map_smul, hpow, smul_smul]
  rw [h, v.orthonormal.inner_right_fintype]

/-- If `v` is an orthonormal eigenbasis of `U` with phases `φ`, then after the circuit the component
along `v m` at register level `k` is the original component of `ψ` times the averaged phase factor
at detuning `φ m - k / N`. -/
theorem inner_output (hU : HasPhases U v φ) (ψ : H) (m : ι) (k : Fin N) :
    inner ℂ (v m) (inverseQFT (controlledPowers U (uniformInput N ψ)) k) =
      phaseAmp N (φ m - (k : ℕ) / N) * inner ℂ (v m) ψ := by
  have hs : (Real.sqrt N : ℂ)⁻¹ * (Real.sqrt N : ℂ)⁻¹ = (N : ℂ)⁻¹ := by
    rw [← mul_inv, ← Complex.ofReal_mul, Real.mul_self_sqrt (Nat.cast_nonneg N),
      Complex.ofReal_natCast]
  simp only [inverseQFT, controlledPowers, uniformInput, phaseAmp, map_smul,
    inner_smul_right, inner_sum, inner_pow_apply hU]
  rw [Finset.mul_sum, Finset.mul_sum, Finset.sum_mul]
  refine Finset.sum_congr rfl fun j _ => ?_
  -- the Fourier phase and the eigenphase combine
  have he : Complex.exp (2 * π * Complex.I * (j : ℕ) * ((φ m - (k : ℕ) / N : ℝ) : ℂ)) =
      Complex.exp (-(2 * π * Complex.I * (j : ℕ) * (k : ℕ) / N)) *
        Complex.exp (2 * π * Complex.I * (j : ℕ) * φ m) := by
    rw [← Complex.exp_add]
    congr 1
    push_cast
    ring
  rw [he]
  linear_combination (Complex.exp (-(2 * π * Complex.I * (j : ℕ) * (k : ℕ) / N)) *
    Complex.exp (2 * π * Complex.I * (j : ℕ) * φ m) * inner ℂ (v m) ψ) * hs

/-- Phase estimation: if `v` is an orthonormal eigenbasis of `U` with phases `φ`, the squared norm
`outcomeProb U ψ k`, which is the probability of outcome `k` for a unit vector `ψ`, equals
`∑ m, |⟨v m, ψ⟩|² |(1/N) ∑ j, exp (2πi j (φ m - k/N))|²`. -/
theorem outcomeProb_eq (hU : HasPhases U v φ) (ψ : H) (k : Fin N) :
    outcomeProb U ψ k =
      ∑ m, ‖inner ℂ (v m) ψ‖ ^ 2 * ‖phaseAmp N (φ m - (k : ℕ) / N)‖ ^ 2 := by
  rw [outcomeProb, ← v.sum_sq_norm_inner_right]
  refine Finset.sum_congr rfl fun m _ => ?_
  rw [inner_output hU, norm_mul, mul_pow, mul_comm]

/-- At zero detuning all phase factors add up coherently, for `N ≥ 1`. -/
theorem phaseAmp_zero (hN : 0 < N) : phaseAmp N 0 = 1 := by
  simp [phaseAmp, hN.ne']

/-- The distance of the phase factor `exp (2iθ)` from one is `2 |sin θ|`. -/
theorem norm_exp_sub_one (θ : ℝ) :
    ‖Complex.exp (2 * θ * Complex.I) - 1‖ = 2 * |Real.sin θ| := by
  have h : Complex.exp (2 * θ * Complex.I) - 1 =
      Complex.exp (θ * Complex.I) * (2 * Complex.I * Complex.sin θ) := by
    have h2 : (2 * θ * Complex.I : ℂ) = θ * Complex.I + θ * Complex.I := by ring
    rw [h2, Complex.exp_add, Complex.exp_mul_I]
    linear_combination Complex.sin_sq_add_cos_sq (θ : ℂ) -
      Complex.sin (θ : ℂ) ^ 2 * Complex.I_sq
  rw [h, norm_mul, Complex.norm_exp_ofReal_mul_I, one_mul, norm_mul, norm_mul,
    Complex.norm_I, ← Complex.ofReal_sin, Complex.norm_real, Real.norm_eq_abs]
  simp

/-- The geometric sum over `N ≥ 1` register levels gives
`N |A(δ)| |sin πδ| = |sin πNδ|` for the averaged phase factor `A`. -/
theorem phaseAmp_mul_sin (hN : 0 < N) (δ : ℝ) :
    N * ‖phaseAmp N δ‖ * |Real.sin (π * δ)| = |Real.sin (π * N * δ)| := by
  have hN' : (N : ℂ) ≠ 0 := Nat.cast_ne_zero.mpr hN.ne'
  have hq : ∀ j : ℕ, Complex.exp (2 * π * Complex.I * j * δ) =
      Complex.exp (2 * ((π * δ : ℝ) : ℂ) * Complex.I) ^ j := by
    intro j
    rw [← Complex.exp_nat_mul]
    congr 1
    push_cast
    ring
  have hlast : Complex.exp (2 * ((π * N * δ : ℝ) : ℂ) * Complex.I) =
      Complex.exp (2 * ((π * δ : ℝ) : ℂ) * Complex.I) ^ N := by
    rw [← hq]
    congr 1
    push_cast
    ring
  have hsum : (N : ℂ) * phaseAmp N δ *
      (Complex.exp (2 * ((π * δ : ℝ) : ℂ) * Complex.I) - 1) =
      Complex.exp (2 * ((π * N * δ : ℝ) : ℂ) * Complex.I) - 1 := by
    rw [phaseAmp, mul_inv_cancel_left₀ hN', hlast,
      Finset.sum_congr rfl (fun (j : Fin N) _ => hq j),
      Fin.sum_univ_eq_sum_range
        (fun j => Complex.exp (2 * ((π * δ : ℝ) : ℂ) * Complex.I) ^ j) N, geom_sum_mul]
  have h := congrArg norm hsum
  rw [norm_mul, norm_mul, norm_exp_sub_one, norm_exp_sub_one, Complex.norm_natCast] at h
  linarith


/-- For `N ≥ 1` and a detuning of at most half a register spacing, the averaged phase factor
has squared modulus at least `4/π²`. -/
theorem phaseAmp_lower_bound (hN : 0 < N) (δ : ℝ) (hδ : |δ| ≤ 1 / (2 * N)) :
    4 / π ^ 2 ≤ ‖phaseAmp N δ‖ ^ 2 := by
  have hpi := Real.pi_pos
  have hNr : (0 : ℝ) < N := Nat.cast_pos.mpr hN
  by_cases h0 : δ = 0
  · rw [h0, phaseAmp_zero hN, norm_one, div_le_iff₀ (by positivity)]
    nlinarith [Real.pi_gt_three]
  have hpos : 0 < |δ| := abs_pos.2 h0
  have hs : ∀ y : ℝ, |Real.sin (|y|)| = |Real.sin y| := by
    intro y
    rcases abs_choice y with h | h
    · rw [h]
    · rw [h, Real.sin_neg, abs_neg]
  have hhalf : N * |δ| ≤ 1 / 2 := by
    rw [le_div_iff₀ (by positivity)] at hδ
    linarith
  have hone : |δ| ≤ N * |δ| :=
    le_mul_of_one_le_left hpos.le (Nat.one_le_cast.mpr hN)
  -- Jordan's inequality bounds the numerator from below
  have hlow : 2 * (N * |δ|) ≤ |Real.sin (π * N * δ)| := by
    have e : |π * N * δ| = π * (N * |δ|) := by
      rw [abs_mul, abs_mul, abs_of_pos hpi, abs_of_pos hNr, mul_assoc]
    rw [← hs, e]
    calc 2 * (N * |δ|) = 2 / π * (π * (N * |δ|)) := by field_simp
      _ ≤ Real.sin (π * (N * |δ|)) :=
        Real.mul_le_sin (by positivity) (by nlinarith)
      _ ≤ _ := le_abs_self _
  have hup : |Real.sin (π * δ)| ≤ π * |δ| := by
    have hd : |δ| ≤ 1 / 2 := hone.trans hhalf
    have hsin : 0 ≤ Real.sin (π * |δ|) :=
      Real.sin_nonneg_of_nonneg_of_le_pi (by positivity) (by nlinarith)
    rw [← hs, abs_mul, abs_of_pos hpi, abs_of_nonneg hsin]
    exact Real.sin_le (by positivity)
  have hmul : 2 * (N * |δ|) ≤ (‖phaseAmp N δ‖ * π) * (N * |δ|) := by
    calc 2 * (N * |δ|) ≤ |Real.sin (π * N * δ)| := hlow
      _ = N * ‖phaseAmp N δ‖ * |Real.sin (π * δ)| := (phaseAmp_mul_sin hN δ).symm
      _ ≤ N * ‖phaseAmp N δ‖ * (π * |δ|) := by gcongr
      _ = _ := by ring
  have h2 := le_of_mul_le_mul_right hmul (mul_pos hNr hpos)
  rw [div_le_iff₀ (by positivity)]
  nlinarith [sq_nonneg (‖phaseAmp N δ‖ * π - 2)]

/-- Let `v` be an orthonormal eigenbasis of `U` with phases `φ`. If `k / N` lies within half a
register spacing of `φ m`, then `outcomeProb U ψ k`, which is the probability of outcome `k` for a
unit vector `ψ`, is at least `4/π²` times `|⟨v m, ψ⟩|²`. -/
theorem outcomeProb_lower_bound (hU : HasPhases U v φ) (ψ : H) (m : ι) (k : Fin N)
    (hk : |φ m - (k : ℕ) / N| ≤ 1 / (2 * N)) :
    ‖inner ℂ (v m) ψ‖ ^ 2 * (4 / π ^ 2) ≤ outcomeProb U ψ k := by
  rw [outcomeProb_eq hU]
  calc ‖inner ℂ (v m) ψ‖ ^ 2 * (4 / π ^ 2)
      ≤ ‖inner ℂ (v m) ψ‖ ^ 2 * ‖phaseAmp N (φ m - (k : ℕ) / N)‖ ^ 2 :=
        mul_le_mul_of_nonneg_left (phaseAmp_lower_bound k.pos _ hk) (sq_nonneg _)
    _ ≤ _ := Finset.single_le_sum
        (f := fun i => ‖inner ℂ (v i) ψ‖ ^ 2 * ‖phaseAmp N (φ i - (k : ℕ) / N)‖ ^ 2)
        (fun i _ => by positivity) (Finset.mem_univ m)

end

end QuantumPhaseEstimation
```

```lean
#print axioms QuantumPhaseEstimation.outcomeProb_eq
#print axioms QuantumPhaseEstimation.outcomeProb_lower_bound
```

```
'QuantumPhaseEstimation.outcomeProb_eq' depends on axioms: [propext, Classical.choice, Quot.sound]
'QuantumPhaseEstimation.outcomeProb_lower_bound' depends on axioms: [propext, Classical.choice, Quot.sound]
```

## An ideal circuit with exact powers

`H` is a complex inner product space, and the finite index type `ι` of the basis `v` makes it finite-dimensional. `U` is a linear map from `H` to itself. `HasPhases U v φ` says that each `v m` is an eigenvector with eigenvalue $e^{2\pi i\varphi_m}$; this is the spectral form of a unitary evolution. `hasPhases_witness` constructs such an operator for any orthonormal basis and any real phases.

A joint state is a function `Fin N → H`, whose entry `j` is the system vector attached to register level `j`. `uniformInput`, `controlledPowers` and `inverseQFT` are the three stages of the circuit, and `phaseAmp N δ` is $A_N(\delta)$. `N` need not be a power of two.

`outcomeProb_eq` is the formula for $p(k)$, and `outcomeProb_lower_bound` is the bound. Both hold for every vector `ψ`, normalised or not. `outcomeProb` is a squared norm, so for a nonzero unnormalised vector the physical probability is `outcomeProb U ψ k` divided by $\|\psi\|^2$.

The bound measures distance on the real line, not around the circle. A phase of $0.99$ is close to outcome $0$ only after it is relabelled as $-0.01$. `HasPhases` permits this, because an integer shift of a phase leaves the eigenvalue unchanged.

The theorems describe exact powers of `U`, an exact Fourier transform and exact real and complex numbers. Trotter error, gate noise, finite sampling and floating-point rounding need separate estimates. That $U$ is unitary and that the $p(k)$ sum to one are short consequences left to the reader, since the file states neither as a theorem.

A different model would place the joint state in the Hilbert-space direct sum of $N$ copies of `H`, or equivalently in a tensor product with the register space. The whole circuit could then be stated as a unitary map on joint states, and the total probability would be the squared norm of its output. The formula for each $p(k)$ would stay the same.

## Parseval, a geometric sum and Jordan's inequality

`inner_pow_apply` finds the action of `U ^ j` on each eigenvector by induction on `j`. It then expands `ψ` in the basis and uses orthonormality to pick out one component.

`inner_output` computes $\langle v_m,\chi_k\rangle$. Its `simp only` step moves the inner product through the Fourier sum, the equation `he` combines the Fourier phase with the eigenphase, and `hs` multiplies the two factors $N^{-1/2}$ into $1/N$. `outcomeProb_eq` then applies Parseval's identity, `v.sum_sq_norm_inner_right`, and squares the norm of each component.

`norm_exp_sub_one` gives $|e^{2i\theta}-1|=2|\sin\theta|$. `phaseAmp_mul_sin` writes the phase factors as powers of one number, applies `geom_sum_mul` and takes norms of both sides.

`phaseAmp_lower_bound` treats $\delta=0$ separately, using `phaseAmp_zero`. Otherwise `hlow` is the estimate from Jordan's inequality, `hup` is $|\sin\pi\delta|\le\pi|\delta|$, and cancelling the positive factor $N|\delta|$ leaves $2\le\pi|A_N(\delta)|$. The last `nlinarith` squares this. `outcomeProb_lower_bound` compares the full sum with its single term `m` through `Finset.single_le_sum`.

## Registers with one or two levels

For $N=1$ the average has a single term, $A_1(\delta)=1$, so outcome $0$ is certain and says nothing about the phases.

For $N=2$ one has $|A_2(\delta)|^2=\cos^2\pi\delta$. An eigenstate with phase $\varphi$ then gives outcome $0$ with probability $\cos^2\pi\varphi$ and outcome $1$ with probability $\sin^2\pi\varphi$, which is the familiar one-qubit Hadamard test.
